# Linear mixing with orthogonal noise of fixed norm: the squared error reaches a floor at stable constant gain and falls as $1/n$ at harmonic gain matched to the slope

A self-consistent loop is run with a residual that is estimated by random sampling. At first the error shrinks as usual. Then it stalls, because every update mixes in fresh sampling noise along with the correction. A smaller mixing gain admits less noise, but a very small one corrects slowly. How large is the remaining error, and how fast can it fall if the gain is lowered during the run?

Let $x_n$ be the error of the $n$-th iterate, that is, its difference from the self-consistent solution. Near the solution, take the measured residual to be $u x_n + w_n$, with slope $u$ and noise $w_n$. Subtracting $a_n$ times this residual, where $a_n$ is the gain, gives

$$x_{n+1} = (1-a_n u)\,x_n - a_n w_n .$$

For self-consistent calculations with sampled densities, this model shows how gain and noise set the attainable accuracy when the response is linear with the same slope in every direction, and the noise is idealised as orthogonal to the error and of fixed norm.

## The model in Lean

```lean
import Mathlib

open Filter Topology

noncomputable section

namespace NoisyMixing

variable {E : Type*} [NormedAddCommGroup E] [InnerProductSpace ℝ E]
```

The errors live in `E`, a real inner-product space of any dimension, finite or not. The square brackets tell Lean which structure `E` carries.

```lean
/-- Linear mixing with gains `a n` and residual slope `u`: the error `x n` is updated with a
residual that carries noise `w n`, orthogonal to the error and of norm `s`. -/
structure IsNoisyMixing (a : ℕ → ℝ) (u s : ℝ) (x w : ℕ → E) : Prop where
  step : ∀ n, x (n + 1) = (1 - a n * u) • x n - a n • w n
  orth : ∀ n, inner ℝ (x n) (w n) = 0
  norm_noise : ∀ n, ‖w n‖ = s
```

A sequence is a function on the natural numbers, so `a : ℕ → ℝ` is the list of gains and `x n` is $x_n$. The symbol `•` multiplies a vector by a number. `IsNoisyMixing a u s x w` is a proposition with three parts: the update rule, $\langle x_n, w_n\rangle = 0$, and $\|w_n\| = s$, each for all $n$.

The last two parts are the idealisation. Independent noise with zero mean is uncorrelated with the current error on average; here the overlap vanishes at every step, and the noise strength never fluctuates. The results are therefore exact statements about one run, not about averages. A nonzero error and nonzero noise can be orthogonal only in two or more dimensions.

```lean
/-- The squared error `a s² / (u (2 - a u))` associated with a constant gain `a`,
for `u ≠ 0` and `a u ≠ 2`. -/
def noiseFloor (a u s : ℝ) : ℝ := a * s ^ 2 / (u * (2 - a * u))
```

This names the quantity $F = a s^2/(u(2-au))$, which will turn out to be the limiting squared error at constant gain when $0<au<2$.

```lean
/-- The gain `u e / (s² + (n + 1) u² e)` at step `n` for initial squared error `e ≥ 0`
and noise norm `s ≠ 0`. -/
def bestGain (u s e : ℝ) (n : ℕ) : ℝ := u * e / (s ^ 2 + ((n : ℝ) + 1) * u ^ 2 * e)
```

This is a schedule of gains, $u e/(s^2+(n+1)u^2e)$, where $e$ stands for the initial squared error. The notation `(n : ℝ)` reads the integer $n$ as a real number.

## One step, and the constant gain

```lean
/-- One mixing step scales the squared error by `(1 - a u)²` and adds `a² s²`. -/
theorem sq_norm_step {a : ℕ → ℝ} {u s : ℝ} {x w : ℕ → E}
    (h : IsNoisyMixing a u s x w) (n : ℕ) :
    ‖x (n + 1)‖ ^ 2 = (1 - a n * u) ^ 2 * ‖x n‖ ^ 2 + a n ^ 2 * s ^ 2 := by
  rw [h.step n, norm_sub_sq_real, norm_smul, norm_smul, real_inner_smul_left,
    real_inner_smul_right, h.orth n, h.norm_noise n]
  simp only [Real.norm_eq_abs, mul_pow, sq_abs, mul_zero, sub_zero]
```

Write $q_n = \|x_n\|^2$. Expanding the square of the update gives

$$q_{n+1} = (1-a_nu)^2 q_n - 2(1-a_nu)a_n\langle x_n,w_n\rangle + a_n^2\|w_n\|^2 .$$

The middle term is zero and $\|w_n\|=s$, so $q_{n+1} = (1-a_nu)^2q_n + a_n^2s^2$. In Lean, the name `h` stands for the assumed model, and `rw` substitutes equations one after another: the update rule, the expansion of the square, then `h.orth n` and `h.norm_noise n`.

```lean
/-- At constant gain the squared error is the noise floor plus a transient that is
multiplied by `(1 - a u)²` at each step. -/
theorem sq_norm_constant_gain {a u s : ℝ} {x w : ℕ → E}
    (h : IsNoisyMixing (fun _ => a) u s x w) (hu : u ≠ 0) (h2 : a * u ≠ 2) (n : ℕ) :
    ‖x n‖ ^ 2 = noiseFloor a u s
      + ((1 - a * u) ^ 2) ^ n * (‖x 0‖ ^ 2 - noiseFloor a u s) := by
  -- the floor is the fixed point of the one-step map
  have hF : (1 - a * u) ^ 2 * noiseFloor a u s + a ^ 2 * s ^ 2 = noiseFloor a u s := by
    have hd : u * (2 - a * u) ≠ 0 := mul_ne_zero hu (sub_ne_zero.mpr h2.symm)
    have hm : noiseFloor a u s * (u * (2 - a * u)) = a * s ^ 2 := div_mul_cancel₀ _ hd
    linear_combination -a * hm
  induction n with
  | zero => ring
  | succ n ih =>
    have hs : ‖x (n + 1)‖ ^ 2 = (1 - a * u) ^ 2 * ‖x n‖ ^ 2 + a ^ 2 * s ^ 2 :=
      sq_norm_step h n
    rw [hs, ih, pow_succ ((1 - a * u) ^ 2) n]
    linear_combination hF
```

Here `fun _ => a` is the constant sequence. The claim is

$$q_n = F + (1-au)^{2n}(q_0 - F).$$

By hand, $1-(1-au)^2 = au(2-au)$, so $\bigl(1-(1-au)^2\bigr)F = a^2s^2$. Thus $F$ is a fixed point of the one-step map, which is the statement `hF`. Subtracting it from the one-step formula leaves $q_{n+1}-F = (1-au)^2(q_n-F)$, and induction on $n$ finishes the argument. The tactic `linear_combination` confirms that an equation follows by algebra from the named one. The formula needs only $u\neq0$ and $au\neq2$, so it also describes runs that diverge.

```lean
/-- For constant gain with `0 < a u < 2` the squared error converges to
`a s² / (u (2 - a u))`. -/
theorem tendsto_noiseFloor {a u s : ℝ} {x w : ℕ → E}
    (h : IsNoisyMixing (fun _ => a) u s x w) (h0 : 0 < a * u) (h2 : a * u < 2) :
    Tendsto (fun n => ‖x n‖ ^ 2) atTop (𝓝 (a * s ^ 2 / (u * (2 - a * u)))) := by
  have hu : u ≠ 0 := by
    intro hu
    rw [hu, mul_zero] at h0
    exact lt_irrefl _ h0
  have hr : (1 - a * u) ^ 2 < 1 := by nlinarith
  have ht := ((tendsto_pow_atTop_nhds_zero_of_lt_one (sq_nonneg (1 - a * u)) hr).mul_const
    (‖x 0‖ ^ 2 - noiseFloor a u s)).const_add (noiseFloor a u s)
  rw [zero_mul, add_zero] at ht
  exact ht.congr (fun n => (sq_norm_constant_gain h hu h2.ne n).symm)
```

`Tendsto … atTop (𝓝 …)` says that $q_n$ converges to the given value as $n\to\infty$. If $0<au<2$, then $(1-au)^2<1$, the transient dies out, and $F$ remains. Only the product $au$ is restricted; in the usual case $u>0$ the condition reads $0<a<2/u$. For small $au$ the floor is close to $as^2/(2u)$, so halving the gain roughly halves the remaining squared error. Without noise, $s=0$, the floor is zero.

## The harmonic gain

```lean
/-- With the gains `1 / (u (n + 1))` the squared error after `n ≥ 1` steps is exactly
`s² / (u² n)`. -/
theorem sq_norm_harmonic_gain {u s : ℝ} {x w : ℕ → E} (hu : u ≠ 0)
    (h : IsNoisyMixing (fun n => 1 / (u * ((n : ℝ) + 1))) u s x w) {n : ℕ} (hn : 1 ≤ n) :
    ‖x n‖ ^ 2 = s ^ 2 / (u ^ 2 * n) := by
  -- the rescaled squared error grows by `s²` per step
  have key : ∀ m : ℕ, (m : ℝ) ^ 2 * u ^ 2 * ‖x m‖ ^ 2 = m * s ^ 2 := by
    intro m
    induction m with
    | zero => simp
    | succ m ih =>
      have hs := sq_norm_step h m
      have hm : u * ((m : ℝ) + 1) ≠ 0 := mul_ne_zero hu (by positivity)
      have hg : 1 / (u * ((m : ℝ) + 1)) * (u * ((m : ℝ) + 1)) = 1 := div_mul_cancel₀ _ hm
      beta_reduce at hs
      generalize 1 / (u * ((m : ℝ) + 1)) = g at hs hg
      have h1 : ((m : ℝ) + 1) * (1 - g * u) = m := by linear_combination -hg
      rw [hs]
      push_cast
      calc ((m : ℝ) + 1) ^ 2 * u ^ 2 * ((1 - g * u) ^ 2 * ‖x m‖ ^ 2 + g ^ 2 * s ^ 2)
          = (((m : ℝ) + 1) * (1 - g * u)) ^ 2 * u ^ 2 * ‖x m‖ ^ 2
            + (g * (u * ((m : ℝ) + 1))) ^ 2 * s ^ 2 := by ring
        _ = ((m : ℝ) + 1) * s ^ 2 := by
          rw [h1, hg]
          linear_combination ih
  have hn0 : (n : ℝ) ≠ 0 := Nat.cast_ne_zero.mpr (by omega)
  rw [eq_div_iff (mul_ne_zero (pow_ne_zero 2 hu) hn0)]
  exact mul_left_cancel₀ hn0 (by linear_combination key n)
```

Now $a_n = 1/(u(n+1))$, and the result is $q_n = s^2/(u^2n)$ for every $n\ge1$. The initial error has disappeared from the formula because the first gain, $1/u$, removes it completely.

For the derivation, note that $(m+1)(1-a_mu) = m$ and $a_m u(m+1) = 1$. Multiplying the one-step formula by $(m+1)^2u^2$ gives

$$(m+1)^2u^2q_{m+1} = m^2u^2q_m + s^2 .$$

The rescaled squared error starts at $0$ and grows by $s^2$ per step, hence $m^2u^2q_m = m s^2$. This is `key` in the proof. There `generalize` replaces the fraction by a letter `g`, of which only the defining relation `hg` is kept. The last lines clear the denominator $u^2n$ and cancel one factor of $n$; both steps use $n\ge1$.

## A bound for every schedule

```lean
/-- For every choice of gains, the squared error after `n` steps times
`s² + n u² ‖x 0‖²` is at least `s² ‖x 0‖²`. -/
theorem error_lower_bound {a : ℕ → ℝ} {u s : ℝ} {x w : ℕ → E}
    (h : IsNoisyMixing a u s x w) (n : ℕ) :
    s ^ 2 * ‖x 0‖ ^ 2 ≤ ‖x n‖ ^ 2 * (s ^ 2 + n * u ^ 2 * ‖x 0‖ ^ 2) := by
  by_cases hs0 : s = 0
  · have hz : (0 : ℝ) ^ 2 * ‖x 0‖ ^ 2 = 0 := by ring
    rw [hs0, hz]
    positivity
  induction n with
  | zero =>
    apply le_of_eq
    push_cast
    ring
  | succ n ih =>
    have hpos : 0 < s ^ 2 + u ^ 2 * ‖x n‖ ^ 2 := by positivity
    -- Cauchy-Schwarz for two terms bounds a single step
    have hC : ‖x n‖ ^ 2 * s ^ 2 ≤ ‖x (n + 1)‖ ^ 2 * (s ^ 2 + u ^ 2 * ‖x n‖ ^ 2) := by
      rw [sq_norm_step h n]
      nlinarith [sq_nonneg ((1 - a n * u) * u * ‖x n‖ ^ 2 - a n * s ^ 2)]
    push_cast
    refine le_of_mul_le_mul_right ?_ hpos
    calc s ^ 2 * ‖x 0‖ ^ 2 * (s ^ 2 + u ^ 2 * ‖x n‖ ^ 2)
        ≤ ‖x n‖ ^ 2 * s ^ 2 * (s ^ 2 + ((n : ℝ) + 1) * u ^ 2 * ‖x 0‖ ^ 2) := by
          nlinarith [mul_le_mul_of_nonneg_left ih (sq_nonneg s)]
      _ ≤ ‖x (n + 1)‖ ^ 2 * (s ^ 2 + u ^ 2 * ‖x n‖ ^ 2)
            * (s ^ 2 + ((n : ℝ) + 1) * u ^ 2 * ‖x 0‖ ^ 2) :=
          mul_le_mul_of_nonneg_right hC (by positivity)
      _ = _ := by ring
```

Could another choice of gains do much better? The theorem says that any gains whatsoever obey

$$s^2q_0 \le q_n\,(s^2 + n u^2 q_0).$$

For $s\neq0$ this means $q_n \ge s^2q_0/(s^2+nu^2q_0)$. If also $u\neq0$ and $q_0>0$, the squared error $s^2/(u^2n)$ of the harmonic gains is this bound times $1+s^2/(nu^2q_0)$, a factor that tends to one, so in the long run no schedule does much better. For $s=0$ the left side is zero and the theorem says only that the right side is not negative; the proof treats this case first.

Otherwise, begin with one step. Inserting the formula for $q_{n+1}$ and multiplying out gives

$$q_{n+1}(s^2+u^2q_n) - q_ns^2 = \bigl((1-a_nu)u\,q_n - a_ns^2\bigr)^2 \ge 0 .$$

This is `hC`; the square is handed to `nlinarith`, which finds the inequality from it. Next set $D_n = s^2+nu^2q_0$ and assume $s^2q_0\le q_nD_n$. Multiply by $s^2$ and add $s^2u^2q_0q_n$ to both sides:

$$s^2q_0(s^2+u^2q_n) \le s^2q_nD_{n+1} \le q_{n+1}(s^2+u^2q_n)D_{n+1}.$$

Cancelling the positive factor $s^2+u^2q_n$ gives the bound at $n+1$. The `calc` block is this chain.

```lean
/-- With the gains `bestGain` the lower bound on the squared error is attained
at every step. -/
theorem error_bestGain {u s : ℝ} {x w : ℕ → E} (hs0 : s ≠ 0)
    (h : IsNoisyMixing (bestGain u s (‖x 0‖ ^ 2)) u s x w) (n : ℕ) :
    ‖x n‖ ^ 2 * (s ^ 2 + n * u ^ 2 * ‖x 0‖ ^ 2) = s ^ 2 * ‖x 0‖ ^ 2 := by
  induction n with
  | zero =>
    push_cast
    ring
  | succ n ih =>
    have hD : s ^ 2 + ((n : ℝ) + 1) * u ^ 2 * ‖x 0‖ ^ 2 ≠ 0 := by positivity
    have hg : bestGain u s (‖x 0‖ ^ 2) n * (s ^ 2 + ((n : ℝ) + 1) * u ^ 2 * ‖x 0‖ ^ 2)
        = u * ‖x 0‖ ^ 2 := div_mul_cancel₀ _ hD
    have hs := sq_norm_step h n
    generalize bestGain u s (‖x 0‖ ^ 2) n = g at hs hg
    have h1 : (1 - g * u) * (s ^ 2 + ((n : ℝ) + 1) * u ^ 2 * ‖x 0‖ ^ 2)
        = s ^ 2 + n * u ^ 2 * ‖x 0‖ ^ 2 := by linear_combination -u * hg
    rw [hs]
    push_cast
    apply mul_right_cancel₀ hD
    calc ((1 - g * u) ^ 2 * ‖x n‖ ^ 2 + g ^ 2 * s ^ 2)
          * (s ^ 2 + ((n : ℝ) + 1) * u ^ 2 * ‖x 0‖ ^ 2)
          * (s ^ 2 + ((n : ℝ) + 1) * u ^ 2 * ‖x 0‖ ^ 2)
        = ((1 - g * u) * (s ^ 2 + ((n : ℝ) + 1) * u ^ 2 * ‖x 0‖ ^ 2)) ^ 2 * ‖x n‖ ^ 2
          + (g * (s ^ 2 + ((n : ℝ) + 1) * u ^ 2 * ‖x 0‖ ^ 2)) ^ 2 * s ^ 2 := by ring
      _ = _ := by
        rw [h1, hg]
        linear_combination (s ^ 2 + n * u ^ 2 * ‖x 0‖ ^ 2) * ih
```

The schedule `bestGain` with $e=q_0$ turns the inequality into an equality at every step. It makes the square above vanish. For the induction, $a_n = uq_0/D_{n+1}$ gives $1-a_nu = D_n/D_{n+1}$, and with $q_nD_n=s^2q_0$,

$$q_{n+1}D_{n+1}^2 = D_n^2q_n + u^2q_0^2s^2 = s^2q_0(D_n+u^2q_0) = s^2q_0D_{n+1}.$$

Dividing by $D_{n+1}$ gives the claim. In the proof, `h1` and `hg` are the two relations for the gain, cleared of fractions. Like the harmonic gains, the schedule `bestGain` requires the slope $u$; it also requires the ratio $q_0/s^2$, which is seldom known in an actual run. For $u\neq0$ and $q_0\to\infty$ its gains tend to $1/(u(n+1))$, the harmonic ones.

Take $u=s=1$ and $q_0=4$, and follow two steps:

| gains $a_0, a_1$ | $q_1$ | $q_2$ |
|---|---|---|
| constant: $1/2,\ 1/2$ | $5/4$ | $9/16$ |
| harmonic: $1,\ 1/2$ | $1$ | $1/2$ |
| `bestGain`: $4/5,\ 4/9$ | $4/5$ | $4/9$ |

The constant gain will settle at $F=1/3$, while the other two continue towards zero.

## A run that satisfies the model

```lean
/-- Noise in the complex plane, for `s ≥ 0`: the error `z` turned by a right angle and rescaled to
length `s`, or the number `s` itself when `z = 0`. -/
def kick (s : ℝ) (z : ℂ) : ℂ := if z = 0 then (s : ℂ) else (s / ‖z‖) • (Complex.I * z)
```

Theorems about noisy runs would be empty if no such run existed, so one is built in the complex plane, regarded as a real plane. Multiplying $z$ by $i$ turns it by a right angle, and the factor $s/|z|$ sets its length to $s$. At $z=0$ every direction is orthogonal, and the number $s$ serves.

```lean
/-- The error sequence in the complex plane started at `z` and driven by `kick`. -/
def spiral (a : ℕ → ℝ) (u s : ℝ) (z : ℂ) : ℕ → ℂ
  | 0 => z
  | n + 1 => (1 - a n * u) • spiral a u s z n - a n • kick s (spiral a u s z n)
```

The errors are defined recursively: start at $z$, then apply the mixing update with this noise.

```lean
/-- The sequence `spiral` with the noise `kick` is a noisy mixing iteration for all gains,
every slope, every `s ≥ 0` and every starting point. -/
theorem isNoisyMixing_witness (a : ℕ → ℝ) (u : ℝ) {s : ℝ} (hs : 0 ≤ s) (z : ℂ) :
    IsNoisyMixing a u s (spiral a u s z) (fun n => kick s (spiral a u s z n)) where
  step _ := rfl
  orth n := by
    generalize spiral a u s z n = y
    by_cases hy : y = 0
    · simp [hy]
    · have h0 : inner ℝ y (Complex.I * y) = 0 := by
        rw [Complex.inner]
        simp only [Complex.mul_re, Complex.mul_im, Complex.conj_re, Complex.conj_im,
          Complex.I_re, Complex.I_im]
        ring
      rw [kick, if_neg hy, real_inner_smul_right, h0, mul_zero]
  norm_noise n := by
    generalize spiral a u s z n = y
    by_cases hy : y = 0
    · simp [kick, hy, hs]
    · rw [kick, if_neg hy, norm_smul, norm_mul, Complex.norm_I, one_mul, Real.norm_eq_abs,
        abs_of_nonneg (div_nonneg hs (norm_nonneg y)),
        div_mul_cancel₀ _ (norm_ne_zero_iff.mpr hy)]

end NoisyMixing
```

All three parts of the model hold for any gains, any slope, any $s\ge0$ and any starting point. The update rule holds by definition, which is what `rfl` says. Orthogonality is $\operatorname{Re}(\bar y\, i y) = \operatorname{Re}(i|y|^2) = 0$, and the norm is $(s/|y|)\,|y| = s$, with $y=0$ handled separately. In particular, runs with the constant, harmonic and `bestGain` schedules all exist, so for $s>0$ the lower bound is reached from every starting point in the plane.

```lean
#print axioms NoisyMixing.sq_norm_constant_gain
#print axioms NoisyMixing.tendsto_noiseFloor
#print axioms NoisyMixing.error_lower_bound
#print axioms NoisyMixing.error_bestGain
```

```
'NoisyMixing.sq_norm_constant_gain' depends on axioms: [propext, Classical.choice, Quot.sound]
'NoisyMixing.tendsto_noiseFloor' depends on axioms: [propext, Classical.choice, Quot.sound]
'NoisyMixing.error_lower_bound' depends on axioms: [propext, Classical.choice, Quot.sound]
'NoisyMixing.error_bestGain' depends on axioms: [propext, Classical.choice, Quot.sound]
```
